# Long-range exchange of a non-degenerate exciton at small wavevector: direction-dependent in bulk, linear in a sheet, vanishing in a wire

## Coulomb kernels and conventions

Let \(Q\) be the centre-of-mass wavevector of a non-degenerate exciton and \(d\) its real transition dipole, taken as independent of \(Q\). The Coulomb interaction is unscreened and, in Gaussian units, equals \(4\pi/q^2\) at total wavevector \(q\). Only the leading dipole term of the exchange is treated, without local fields. Exchange energies are given throughout up to a constant prefactor, which depends on how the dipole is normalised. In the sheet the dipole lies in the plane, and in the wire it lies along the axis.

In Lean 4 with Mathlib:

```lean
import Mathlib

open Real MeasureTheory Filter Topology Set

namespace ExcitonLongRangeExchange

noncomputable section
```

In bulk, each of the two transition densities contributes a factor \(Q\cdot d\), and the interaction contributes \(1/|Q|^2\). Up to a constant prefactor, the exchange is

\[
X_d(Q)=\frac{(Q\cdot d)^2}{|Q|^2}.
\]

Vectors live in `EuclideanSpace ℝ (Fin 3)`, with components numbered 0, 1, 2.

```lean
/-- Bulk long-range exchange `(Q·d)²/|Q|²` of an exciton with transition dipole `d` and
wavevector `Q`, up to a constant prefactor. -/
def bulkExchange (d Q : EuclideanSpace ℝ (Fin 3)) : ℝ := (inner ℝ Q d) ^ 2 / ‖Q‖ ^ 2
```

A sheet of zero thickness fixes only the in-plane wavevector, of length \(Q\). The out-of-plane component \(k\) is integrated over with measure \(dk/2\pi\), a factor that the code places in the integrand.

```lean
/-- Coulomb interaction at in-plane wavevector `Q` and out-of-plane wavevector `k`, with the
measure factor `1/(2π)`. -/
def sheetIntegrand (Q k : ℝ) : ℝ := 4 * π / (Q ^ 2 + k ^ 2) / (2 * π)
```

The sheet kernel is the integral over all real \(k\):

\[
V(Q)=\int_{-\infty}^{\infty}\frac{dk}{2\pi}\,\frac{4\pi}{Q^2+k^2}.
\]

```lean
/-- Coulomb kernel of a sheet: the interaction integrated over the out-of-plane wavevector. -/
def sheetKernel (Q : ℝ) : ℝ := ∫ k, sheetIntegrand Q k
```

In a wire, \(Q\) is the wavevector along the axis, and two transverse components \(k=(k_1,k_2)\) are integrated over with measure \(d^2k/(2\pi)^2\).

```lean
/-- Coulomb interaction at wavevector `Q` along a wire and transverse wavevector `k`, with the
measure factor `1/(2π)²`. -/
def wireIntegrand (Q : ℝ) (k : ℝ × ℝ) : ℝ :=
  4 * π / (Q ^ 2 + (k.1 ^ 2 + k.2 ^ 2)) / (2 * π) ^ 2
```

This integral would diverge at large \(k\), so it is cut off at \(|k|\le L\). The sharp cutoff stands for the finite thickness of a real wire, with \(L\) of the order of its inverse radius.

```lean
/-- The disc of transverse wavevectors of length at most `L`. -/
def disc (L : ℝ) : Set (ℝ × ℝ) := {k | √(k.1 ^ 2 + k.2 ^ 2) ≤ L}
```

The disc is written with an explicit square root for a reason. On `ℝ × ℝ` Mathlib's norm is the larger of the two absolute values, so the condition `‖k‖ ≤ L` would describe a square, and the integral would not be the logarithm found below.

The wire kernel is

\[
W_L(Q)=\int_{|k|\le L}\frac{d^2k}{(2\pi)^2}\,\frac{4\pi}{Q^2+|k|^2}.
\]

```lean
/-- Coulomb kernel of a wire: the interaction integrated over transverse wavevectors up to the
cutoff `L`. -/
def wireKernel (L Q : ℝ) : ℝ := ∫ k in disc L, wireIntegrand Q k
```

In polar coordinates the integrand, with its Jacobian \(r\), becomes

\[
w_Q(r)=\frac{4\pi\,r}{(2\pi)^2(Q^2+r^2)}=\frac{r}{\pi(Q^2+r^2)}.
\]

```lean
/-- The wire integrand in polar coordinates, including the Jacobian `r`. -/
def wireRadial (Q r : ℝ) : ℝ := r * (4 * π / (Q ^ 2 + r ^ 2) / (2 * π) ^ 2)
```

## In bulk the value depends on the direction of approach

Rescaling the wavevector by \(t\neq0\) multiplies numerator and denominator by \(t^2\), so \(X_d(tu)=X_d(u)\).

```lean
/-- The bulk exchange does not change when the wavevector is rescaled by a nonzero factor. -/
theorem bulkExchange_smul {t : ℝ} (ht : t ≠ 0) (d u : EuclideanSpace ℝ (Fin 3)) :
    bulkExchange d (t • u) = bulkExchange d u := by
  unfold bulkExchange
  rw [real_inner_smul_left, norm_smul, mul_pow, mul_pow, Real.norm_eq_abs, sq_abs]
  exact mul_div_mul_left _ _ (pow_ne_zero 2 ht)
```

A nonzero wavevector perpendicular to \(d\) always exists. If \(d_0=0\), take \((1,0,0)\); otherwise take \((-d_1,d_0,0)\), whose product with \(d\) is \(-d_1d_0+d_0d_1=0\).

```lean
/-- Every dipole in three dimensions has a nonzero wavevector perpendicular to it. -/
theorem exists_transverse (d : EuclideanSpace ℝ (Fin 3)) :
    ∃ u : EuclideanSpace ℝ (Fin 3), u ≠ 0 ∧ inner ℝ u d = 0 := by
  by_cases h : d 0 = 0
  · refine ⟨!₂[1, 0, 0], fun h0 => ?_, by simp [PiLp.inner_apply, Fin.sum_univ_three, h]⟩
    have := congrArg (fun v : EuclideanSpace ℝ (Fin 3) => v 0) h0
    simp at this
  · refine ⟨!₂[-(d 1), d 0, 0], fun h0 => ?_, ?_⟩
    · have := congrArg (fun v : EuclideanSpace ℝ (Fin 3) => v 1) h0
      simp at this
      exact h this
    · simp [PiLp.inner_apply, Fin.sum_univ_three]
      ring
```

Let \(d\neq0\) and suppose that \(X_d(Q)\to l\) as \(Q\to0\). Along the ray \(tu\) the function is constant, so \(l=X_d(u)\) for every \(u\neq0\). A transverse \(u\) gives \(l=0\), whereas \(u=d\) gives

\[
l=\frac{|d|^4}{|d|^2}=|d|^2>0,
\]

a contradiction.

```lean
/-- For a nonzero transition dipole the bulk exchange has no limit as the exciton wavevector
tends to zero. -/
theorem bulkExchange_no_limit {d : EuclideanSpace ℝ (Fin 3)} (hd : d ≠ 0) :
    ¬ ∃ l : ℝ, Tendsto (bulkExchange d) (𝓝[≠] 0) (𝓝 l) := by
  rintro ⟨l, hl⟩
  -- a limit would equal the constant value along every ray
  have ray : ∀ u : EuclideanSpace ℝ (Fin 3), u ≠ 0 → l = bulkExchange d u := by
    intro u hu
    have hc : Continuous fun t : ℝ => t • u := by fun_prop
    have h0 : Tendsto (fun t : ℝ => t • u) (𝓝 0) (𝓝 ((0 : ℝ) • u)) := hc.tendsto 0
    rw [zero_smul] at h0
    have h1 : Tendsto (fun t : ℝ => t • u) (𝓝[≠] 0) (𝓝[≠] 0) := by
      refine tendsto_nhdsWithin_iff.mpr ⟨h0.mono_left nhdsWithin_le_nhds, ?_⟩
      filter_upwards [self_mem_nhdsWithin] with t ht
      exact smul_ne_zero ht hu
    have h2 : Tendsto (fun _ : ℝ => bulkExchange d u) (𝓝[≠] (0 : ℝ)) (𝓝 l) := by
      refine (hl.comp h1).congr' ?_
      filter_upwards [self_mem_nhdsWithin] with t ht
      exact bulkExchange_smul ht d u
    exact tendsto_nhds_unique h2 tendsto_const_nhds
  -- compare the longitudinal and a transverse direction
  obtain ⟨u, hu, hud⟩ := exists_transverse d
  have hT : bulkExchange d u = 0 := by simp [bulkExchange, hud]
  have hL : 0 < bulkExchange d d := by
    unfold bulkExchange
    rw [real_inner_self_eq_norm_sq]
    have := norm_pos_iff.mpr hd
    positivity
  linarith [ray u hu, ray d hd]
```

The theorem says that for `d ≠ 0` no real number is the limit. The filter `𝓝[≠] 0` leaves out the point \(Q=0\) itself, so the value assigned there plays no part. The step `ray` composes the supposed limit with \(t\mapsto tu\) and uses uniqueness of limits; the last lines compare the two directions. In this dipole model, the difference between the longitudinal and transverse values is, up to the omitted prefactor, the long-range contribution to the longitudinal–transverse splitting of a bulk exciton.

## In a sheet the kernel is \(2\pi/Q\)

For \(Q>0\), pull out \(Q^2\) and substitute \(x=k/Q\):

\[
V(Q)=\frac{2}{Q^2}\int_{-\infty}^{\infty}\frac{dk}{1+(k/Q)^2}
=\frac{2}{Q^2}\,Q\int_{-\infty}^{\infty}\frac{dx}{1+x^2}
=\frac{2\pi}{Q}.
\]

```lean
/-- For `Q > 0`, the integral over the out-of-plane wavevector converges and gives the sheet kernel
`2π/Q`. -/
theorem sheetKernel_eq {Q : ℝ} (hQ : 0 < Q) :
    Integrable (sheetIntegrand Q) ∧ sheetKernel Q = 2 * π / Q := by
  -- rescale to the standard Lorentzian
  have e : sheetIntegrand Q = fun k => 2 / Q ^ 2 * (1 + (k / Q) ^ 2)⁻¹ := by
    funext k
    have hD : Q ^ 2 + k ^ 2 ≠ 0 := by positivity
    have h : 1 + (k / Q) ^ 2 = (Q ^ 2 + k ^ 2) / Q ^ 2 := by
      rw [add_div, div_self (pow_ne_zero 2 hQ.ne'), div_pow]
    unfold sheetIntegrand
    rw [h, inv_div]
    field_simp
    ring
  have h : ∫ k : ℝ, (1 + (k / Q) ^ 2)⁻¹ = |Q| • ∫ x : ℝ, (1 + x ^ 2)⁻¹ :=
    Measure.integral_comp_div (fun x : ℝ => (1 + x ^ 2)⁻¹) Q
  constructor
  · rw [e]
    exact (integrable_inv_one_add_sq.comp_div hQ.ne').const_mul _
  · simp only [sheetKernel, e]
    rw [integral_const_mul, h, integral_univ_inv_one_add_sq, abs_of_pos hQ, smul_eq_mul]
    field_simp
```

The theorem states convergence explicitly along with the value. Mathlib assigns zero to the integral of a non-integrable function, so the nonzero value by itself already implies convergence. In the proof, `e` is the rewriting as a Lorentzian and `h` is the substitution.

A plane-wave calculation with slabs repeated at period \(c\) replaces this integral by a sum over \(k=2\pi n/c\). If the term \(n=0\) is kept in the exchange, the sum is

\[
\frac1c\sum_{n}\frac{4\pi}{Q^2+(2\pi n/c)^2}=\frac{2\pi}{Q}\coth\frac{Qc}{2}.
\]

This is close to \(2\pi/Q\) only when \(Qc\gg1\). For \(Qc\ll1\) the \(n=0\) term \(4\pi/(cQ^2)\) dominates and brings back the bulk behaviour, unless the Coulomb interaction between slabs is truncated.

## In a wire the kernel is logarithmic

The function \(\ln(Q^2+r^2)/(2\pi)\) has derivative \(w_Q(r)\), so for \(Q\neq0\)

\[
\int_0^L w_Q(r)\,dr=\frac{\ln(Q^2+L^2)-\ln Q^2}{2\pi}
=\frac{1}{2\pi}\ln\!\left(1+\frac{L^2}{Q^2}\right).
\]

```lean
/-- For `Q ≠ 0`, the radial part of the wire integral is `ln(1 + L²/Q²)/(2π)`. -/
theorem integral_wireRadial {Q : ℝ} (hQ : Q ≠ 0) (L : ℝ) :
    ∫ r in (0 : ℝ)..L, wireRadial Q r = Real.log (1 + L ^ 2 / Q ^ 2) / (2 * π) := by
  have pos : ∀ r : ℝ, Q ^ 2 + r ^ 2 ≠ 0 := fun r => by positivity
  have hd : ∀ r ∈ uIcc 0 L,
      HasDerivAt (fun r => Real.log (Q ^ 2 + r ^ 2) / (2 * π)) (wireRadial Q r) r := by
    intro r _
    have h0 : HasDerivAt (fun x : ℝ => x ^ 2) (2 * r) r := by simpa using hasDerivAt_pow 2 r
    refine (((h0.const_add (Q ^ 2)).log (pos r)).div_const (2 * π)).congr_deriv ?_
    have := pos r
    unfold wireRadial
    field_simp
    ring
  have hc : Continuous (wireRadial Q) :=
    continuous_id.mul ((continuous_const.div (by fun_prop) pos).div_const _)
  rw [intervalIntegral.integral_eq_sub_of_hasDerivAt hd (hc.intervalIntegrable 0 L)]
  show Real.log (Q ^ 2 + L ^ 2) / (2 * π) - Real.log (Q ^ 2 + 0 ^ 2) / (2 * π) = _
  have h : 1 + L ^ 2 / Q ^ 2 = (Q ^ 2 + L ^ 2) / (Q ^ 2 + 0 ^ 2) := by
    rw [zero_pow two_ne_zero, add_zero, add_div, div_self (pow_ne_zero 2 hQ)]
  rw [h, Real.log_div (pos L) (pos 0), sub_div]
```

Since the integrand does not depend on the angle, the angular integral contributes \(2\pi\), and

\[
W_L(Q)=\ln\!\left(1+\frac{L^2}{Q^2}\right).
\]

The integral converges because for \(Q\neq0\) the integrand is continuous and the disc lies inside the square \([-L,L]^2\).

```lean
/-- For `Q ≠ 0` and `L ≥ 0`, the integral over the disc of transverse wavevectors converges and
gives the wire kernel `ln(1 + L²/Q²)`. -/
theorem wireKernel_eq {Q L : ℝ} (hQ : Q ≠ 0) (hL : 0 ≤ L) :
    IntegrableOn (wireIntegrand Q) (disc L) ∧
      wireKernel L Q = Real.log (1 + L ^ 2 / Q ^ 2) := by
  constructor
  · have hp : ∀ k : ℝ × ℝ, Q ^ 2 + (k.1 ^ 2 + k.2 ^ 2) ≠ 0 := fun k => by positivity
    have hc : Continuous (wireIntegrand Q) :=
      (continuous_const.div (by fun_prop) hp).div_const _
    refine (hc.integrableOn_Icc (a := (-L, -L)) (b := (L, L))).mono_set fun k hk => ?_
    have hk' : √(k.1 ^ 2 + k.2 ^ 2) ≤ L := hk
    have h1 := abs_le.mp ((Real.abs_le_sqrt
      (by nlinarith [sq_nonneg k.2] : k.1 ^ 2 ≤ k.1 ^ 2 + k.2 ^ 2)).trans hk')
    have h2 := abs_le.mp ((Real.abs_le_sqrt
      (by nlinarith [sq_nonneg k.1] : k.2 ^ 2 ≤ k.1 ^ 2 + k.2 ^ 2)).trans hk')
    exact ⟨Prod.le_def.mpr ⟨h1.1, h2.1⟩, Prod.le_def.mpr ⟨h1.2, h2.2⟩⟩
  · have hm : MeasurableSet (disc L) :=
      (isClosed_le (f := fun k : ℝ × ℝ => √(k.1 ^ 2 + k.2 ^ 2)) (g := fun _ => L)
        (by fun_prop) (by fun_prop)).measurableSet
    have h0 := integral_comp_polarCoord_symm ((disc L).indicator (wireIntegrand Q))
    -- in polar coordinates the integrand depends on the radius only
    have hI : ∫ p in polarCoord.target,
          p.1 • (disc L).indicator (wireIntegrand Q) (polarCoord.symm p) =
        ∫ p in Ioi (0 : ℝ) ×ˢ Ioo (-π) π, (Ioc 0 L).indicator (wireRadial Q) p.1 * 1 := by
      rw [← polarCoord_target]
      refine setIntegral_congr_fun polarCoord.open_target.measurableSet fun p hp => ?_
      rw [polarCoord_target] at hp
      have hr : 0 < p.1 := hp.1
      have hs : (p.1 * Real.cos p.2) ^ 2 + (p.1 * Real.sin p.2) ^ 2 = p.1 ^ 2 := by
        linear_combination p.1 ^ 2 * Real.sin_sq_add_cos_sq p.2
      have hiff : (p.1 * Real.cos p.2, p.1 * Real.sin p.2) ∈ disc L ↔ p.1 ≤ L := by
        show √((p.1 * Real.cos p.2) ^ 2 + (p.1 * Real.sin p.2) ^ 2) ≤ L ↔ _
        rw [hs, Real.sqrt_sq hr.le]
      simp only [polarCoord_symm_apply]
      by_cases h : p.1 ≤ L
      · rw [indicator_of_mem (hiff.mpr h), indicator_of_mem (show p.1 ∈ Ioc 0 L from ⟨hr, h⟩)]
        simp only [wireIntegrand, wireRadial, hs, smul_eq_mul, mul_one]
      · rw [indicator_of_notMem (fun hk => h (hiff.mp hk)),
          indicator_of_notMem (fun hk : p.1 ∈ Ioc 0 L => h hk.2), smul_zero, zero_mul]
    have hP : ∫ p in Ioi (0 : ℝ) ×ˢ Ioo (-π) π, (Ioc 0 L).indicator (wireRadial Q) p.1 * 1 =
        (∫ r in Ioi (0 : ℝ), (Ioc 0 L).indicator (wireRadial Q) r) *
          ∫ _θ in Ioo (-π) π, (1 : ℝ) :=
      setIntegral_prod_mul ((Ioc 0 L).indicator (wireRadial Q)) (fun _ : ℝ => (1 : ℝ)) _ _
    have hA : ∫ _θ in Ioo (-π) π, (1 : ℝ) = 2 * π := by
      rw [← integral_Ioc_eq_integral_Ioo,
        ← intervalIntegral.integral_of_le (by linarith [Real.pi_pos]),
        intervalIntegral.integral_const, smul_eq_mul]
      ring
    have hS : Ioi (0 : ℝ) ∩ Ioc 0 L = Ioc 0 L := inter_eq_right.mpr fun r hr => hr.1
    unfold wireKernel
    rw [← integral_indicator hm, ← h0, hI, hP, hA, setIntegral_indicator measurableSet_Ioc, hS,
      ← intervalIntegral.integral_of_le hL, integral_wireRadial hQ L]
    exact div_mul_cancel₀ _ (by positivity)
```

The first half of the proof is the convergence argument, and the second half is the calculation in polar coordinates. There, `h0` changes to polar coordinates, `hI` turns the disc into the condition \(0<r\le L\), `hP` separates radius from angle, and `hA` evaluates the angular factor.

For \(L>0\) and \(Q>0\), splitting the logarithm gives

\[
W_L(Q)+2\ln Q=\ln(Q^2+L^2)\longrightarrow 2\ln L\qquad(Q\to0^+),
\]

with \(Q\) and \(L\) measured in the same unit. Moreover \(-2\ln Q\to+\infty\), because it exceeds any \(b\) once \(Q<e^{-b/2}\). Hence

\[
\frac{W_L(Q)}{-2\ln Q}=1+\frac{W_L(Q)+2\ln Q}{-2\ln Q}\longrightarrow1.
\]

```lean
/-- For a cutoff `L > 0`, as `Q` decreases to zero, the wire kernel plus `2 ln Q` tends to `2 ln L`,
and the ratio of the wire kernel to `-2 ln Q` tends to one. -/
theorem wireKernel_asymptotic {L : ℝ} (hL : 0 < L) :
    Tendsto (fun Q => wireKernel L Q + 2 * Real.log Q) (𝓝[>] 0) (𝓝 (2 * Real.log L)) ∧
      Tendsto (fun Q => wireKernel L Q / (-2 * Real.log Q)) (𝓝[>] 0) (𝓝 1) := by
  have h1 : Tendsto (fun Q => wireKernel L Q + 2 * Real.log Q) (𝓝[>] 0)
      (𝓝 (2 * Real.log L)) := by
    have hc : ContinuousAt (fun Q : ℝ => Real.log (Q ^ 2 + L ^ 2)) 0 :=
      ContinuousAt.log (by fun_prop) (show (0 : ℝ) ^ 2 + L ^ 2 ≠ 0 by positivity)
    have e : Real.log ((0 : ℝ) ^ 2 + L ^ 2) = 2 * Real.log L := by simp [Real.log_pow]
    rw [← e]
    refine (hc.tendsto.mono_left nhdsWithin_le_nhds).congr' ?_
    filter_upwards [self_mem_nhdsWithin] with Q hQ
    have hQ' : 0 < Q := hQ
    have h : 1 + L ^ 2 / Q ^ 2 = (Q ^ 2 + L ^ 2) / Q ^ 2 := by
      rw [add_div, div_self (pow_ne_zero 2 hQ'.ne')]
    rw [(wireKernel_eq hQ'.ne' hL.le).2, h, Real.log_div (by positivity) (by positivity),
      Real.log_pow Q]
    push_cast
    ring
  refine ⟨h1, ?_⟩
  -- the logarithm diverges, so the bounded remainder drops out of the ratio
  have hT : Tendsto (fun Q : ℝ => -2 * Real.log Q) (𝓝[>] 0) atTop := by
    refine tendsto_atTop.mpr fun b => ?_
    filter_upwards [Ioo_mem_nhdsGT (Real.exp_pos (-b / 2))] with Q hQ
    have := Real.log_lt_log hQ.1 hQ.2
    rw [Real.log_exp] at this
    linarith
  have h3 := (h1.div_atTop hT).add_const 1
  rw [zero_add] at h3
  refine h3.congr' ?_
  filter_upwards [hT.eventually_gt_atTop 0] with Q hQ
  rw [div_add_one hQ.ne']
  congr 1
  ring
```

The first limit is the stronger statement, since it also fixes the constant that the cutoff leaves behind. The filter `𝓝[>] 0` expresses that \(Q\) decreases to zero.

## Exchange energies after the dipole factor

In a sheet, let \(u\) be an in-plane unit vector, \(d\) an in-plane dipole and \(Q=tu\) with \(t>0\). Then

\[
(Q\cdot d)^2\,V(|Q|)=t^2(u\cdot d)^2\,\frac{2\pi}{t}=2\pi(u\cdot d)^2\,t.
\]

```lean
/-- In a sheet, the exchange at wavevector `t u`, with `t > 0` and `u` a unit vector, is linear in
`t`, with slope `2π (u·d)²`. -/
theorem sheet_exchange_linear {t : ℝ} (ht : 0 < t) {u : EuclideanSpace ℝ (Fin 2)}
    (hu : ‖u‖ = 1) (d : EuclideanSpace ℝ (Fin 2)) :
    (inner ℝ (t • u) d) ^ 2 * sheetKernel ‖t • u‖ = 2 * π * (inner ℝ u d) ^ 2 * t := by
  rw [norm_smul, hu, mul_one, Real.norm_of_nonneg ht.le, real_inner_smul_left,
    (sheetKernel_eq ht).2]
  field_simp
```

The energy is linear in \(|Q|\), with a slope that depends on direction and is zero for \(u\perp d\). For a strictly two-dimensional, unscreened sheet, this is the exchange contribution to a linear exciton dispersion. Two degenerate excitons with orthogonal in-plane dipoles of equal length are coupled by the exchange. In this model one branch is then linear with the same slope in every direction, and the other has no exchange shift.

In a wire, let the number \(d\) be the dipole component along the axis. Then

\[
(Qd)^2W_L(Q)=d^2\Big[Q^2\big(W_L(Q)+2\ln Q\big)-2Q\,(Q\ln Q)\Big].
\]

The first bracketed term is \(Q^2\) times a quantity with a finite limit. In the second, \(Q\ln Q\to0\). The exchange therefore vanishes as \(Q\to0^+\), although the kernel diverges.

```lean
/-- In a wire, the exchange `(Q d)²` times the wire kernel tends to zero as `Q` decreases to
zero. -/
theorem wire_exchange_vanishes {L : ℝ} (hL : 0 < L) (d : ℝ) :
    Tendsto (fun Q => (Q * d) ^ 2 * wireKernel L Q) (𝓝[>] 0) (𝓝 0) := by
  have hq : Tendsto (fun Q : ℝ => Q) (𝓝[>] 0) (𝓝 0) := nhdsWithin_le_nhds
  have hl : Tendsto (fun Q : ℝ => Q * Real.log Q) (𝓝 0) (𝓝 (0 * Real.log 0)) :=
    Real.continuous_mul_log.tendsto 0
  rw [zero_mul] at hl
  have h := ((hq.mul (hq.mul (wireKernel_asymptotic hL).1)).sub
    ((hq.mul (hl.mono_left nhdsWithin_le_nhds)).const_mul 2)).const_mul (d ^ 2)
  simp only [zero_mul, mul_zero, sub_zero] at h
  exact h.congr fun Q => by ring

end

end ExcitonLongRangeExchange
```

The proof assembles the limit of the bracket from these factors, and the closing `ring` checks the identity displayed above.

```lean
#print axioms ExcitonLongRangeExchange.bulkExchange_no_limit
#print axioms ExcitonLongRangeExchange.sheet_exchange_linear
#print axioms ExcitonLongRangeExchange.wire_exchange_vanishes
```

```
'ExcitonLongRangeExchange.bulkExchange_no_limit' depends on axioms: [propext, Classical.choice, Quot.sound]
'ExcitonLongRangeExchange.sheet_exchange_linear' depends on axioms: [propext, Classical.choice, Quot.sound]
'ExcitonLongRangeExchange.wire_exchange_vanishes' depends on axioms: [propext, Classical.choice, Quot.sound]
```
